# For a fixed parameter matrix W, the orbital-resolved energy Tr(W(n − n²)) is invariant under all orbital rotations exactly when W is scalar

Give two orbitals of a shell different Hubbard parameters, $W=\mathrm{diag}(U_1,U_2)$, and put half an electron in the first. With $n$ the occupation matrix and the usual prefactor $\tfrac12$ left out, the energy $\mathrm{Tr}(W(n-n^2))$ is $U_1/4$. Now exchange the labels of the two orbitals but keep the table $W$ as it is. The electronic state is the same, yet its energy has become $U_2/4$. The correction depends on how the orbital basis was chosen.

The theorems below say which $W$ avoid this, for one given rotation and for all rotations at once. A rotation here is any unitary change of the orbital basis, such as this exchange.

## Orbitals, occupations and the energy

```lean
import Mathlib

open Matrix
open scoped ComplexOrder

namespace OrbitalResolvedU

noncomputable section

variable {ι : Type*} [Fintype ι] [DecidableEq ι]
```

The type `ι` labels a finite set of $N$ orthonormal orbitals, and `Matrix ι ι ℂ` is the type of complex $N\times N$ matrices. Lean writes `Aᴴ` for the conjugate transpose, here $A^*$, and `star` for complex conjugation of numbers and vectors.

```lean
/-- An occupation matrix: both `n` and `1 - n` are positive semidefinite. -/
def IsOccupation (n : Matrix ι ι ℂ) : Prop := n.PosSemidef ∧ (1 - n).PosSemidef
```

An occupation matrix has $n\ge 0$ and $1-n\ge 0$. In Mathlib, `PosSemidef` includes Hermiticity, so $n$ is Hermitian with eigenvalues between 0 and 1.

```lean
/-- The orbital-resolved energy `Tr(W(n - n²))`. -/
def energy (W n : Matrix ι ι ℂ) : ℂ := trace (W * (n - n * n))
```

This is $E_W(n)=\mathrm{Tr}(W(n-n^2))$ for one spin channel of one shell. The prefactor $\tfrac12$ of the usual $+U$ correction is left out throughout; it does not affect invariance. The value is typed as complex because $W$ may be any complex matrix; it is real when $W$ is Hermitian.

```lean
/-- The energy of every occupation matrix is unchanged by the orbital rotation `R`. -/
def InvariantUnder (W R : Matrix ι ι ℂ) : Prop :=
  ∀ n, IsOccupation n → energy W (Rᴴ * n * R) = energy W n
```

For one fixed $R$, the statement is $E_W(R^*nR)=E_W(n)$ for every occupation matrix $n$. The new orbital $j$ is $\sum_i R_{ij}|i\rangle$, and $W$ stays fixed as a table of numbers.

A different model would let the parameters rotate with the orbitals, $W\to R^*WR$. The energy would then be unchanged for every $W$ and every unitary $R$, and the condition would no longer restrict $W$. The price is that each parameter belongs to a specified physical orbital.

```lean
/-- The operator `|φ⟩⟨φ|` of an orbital `φ`. -/
def orbitalProj (φ : ι → ℂ) : Matrix ι ι ℂ := vecMulVec φ (star φ)
```

This is $P=|\varphi\rangle\langle\varphi|$, with entries $P_{ij}=\varphi_i\overline{\varphi_j}$. Normalisation is assumed later, where it is needed.

```lean
/-- The superposition of basis orbitals `i` and `j` with amplitudes `a` and `b`. -/
def pair (i j : ι) (a b : ℂ) : ι → ℂ := Pi.single i a + Pi.single j b
```

This is the vector $a|i\rangle+b|j\rangle$, the trial orbital for all the tests below.

## Moving the rotation from n to W

```lean
/-- A rotated occupation matrix is an occupation matrix, and rotating it amounts to
rotating `W` the opposite way. -/
theorem rotate {R n : Matrix ι ι ℂ} (W : Matrix ι ι ℂ) (hR : R ∈ unitaryGroup ι ℂ)
    (hn : IsOccupation n) :
    IsOccupation (Rᴴ * n * R) ∧ energy W (Rᴴ * n * R) = energy (R * W * Rᴴ) n := by
  have h1 : Rᴴ * R = 1 := mem_unitaryGroup_iff'.mp hR
  have h2 : R * Rᴴ = 1 := mem_unitaryGroup_iff.mp hR
  refine ⟨⟨hn.1.conjTranspose_mul_mul_same R, ?_⟩, ?_⟩
  · have e : 1 - Rᴴ * n * R = Rᴴ * (1 - n) * R := by
      rw [mul_sub, sub_mul, mul_one, h1]
    rw [e]
    exact hn.2.conjTranspose_mul_mul_same R
  · have e : (Rᴴ * n * R) * (Rᴴ * n * R) = Rᴴ * (n * n) * R := by
      calc _ = Rᴴ * n * (R * Rᴴ) * n * R := by simp only [mul_assoc]
        _ = _ := by rw [h2, mul_one]; simp only [mul_assoc]
    have e' : Rᴴ * n * R - (Rᴴ * n * R) * (Rᴴ * n * R) = Rᴴ * (n - n * n) * R := by
      rw [e, mul_sub, sub_mul]
    unfold energy
    rw [e']
    -- cyclicity of the trace moves `R` to the front
    calc _ = trace ((W * Rᴴ * (n - n * n)) * R) := by simp only [mul_assoc]
      _ = trace (R * (W * Rᴴ * (n - n * n))) := trace_mul_comm _ _
      _ = _ := by simp only [mul_assoc]
```

The hypothesis `hR` says that $R$ is unitary. Then $1-R^*nR=R^*(1-n)R$, and $R^*(\cdot)R$ preserves positivity, so the rotated matrix is again an occupation matrix. Since $RR^*=1$,
$$(R^*nR)^2=R^*n\,RR^*\,nR=R^*n^2R,$$
and cyclicity of the trace gives
$$E_W(R^*nR)=\mathrm{Tr}(WR^*(n-n^2)R)=\mathrm{Tr}(RWR^*(n-n^2))=E_{RWR^*}(n).$$
The `calc` blocks are these chains of equalities; `rw` substitutes one known equation into an expression.

## Half-filled orbitals as probes

```lean
omit [DecidableEq ι] in
/-- For a normalized orbital, `|φ⟩⟨φ|` is Hermitian and idempotent. -/
theorem orbitalProj_spec {φ : ι → ℂ} (h : star φ ⬝ᵥ φ = 1) :
    (orbitalProj φ)ᴴ = orbitalProj φ ∧ orbitalProj φ * orbitalProj φ = orbitalProj φ := by
  constructor
  · ext a b
    simp [orbitalProj, vecMulVec_apply, mul_comm]
  · have h' : ∑ k, star (φ k) * φ k = 1 := h
    ext a b
    simp only [orbitalProj, Matrix.mul_apply, vecMulVec_apply, Pi.star_apply]
    calc _ = φ a * (∑ k, star (φ k) * φ k) * star (φ b) := by
          rw [Finset.mul_sum, Finset.sum_mul]
          exact Finset.sum_congr rfl (fun k _ => by ring)
      _ = _ := by rw [h', mul_one]
```

For $\langle\varphi|\varphi\rangle=1$, $P^*=P$ and
$$(P^2)_{ab}=\varphi_a\Big(\sum_k\overline{\varphi_k}\varphi_k\Big)\overline{\varphi_b}=P_{ab}.$$

```lean
/-- Half filling of a normalized orbital `φ` is an occupation matrix, and its energy is
`⟨φ|W|φ⟩ / 4`. -/
theorem half_filled (W : Matrix ι ι ℂ) {φ : ι → ℂ} (h : star φ ⬝ᵥ φ = 1) :
    IsOccupation ((1 / 2 : ℂ) • orbitalProj φ) ∧
      energy W ((1 / 2 : ℂ) • orbitalProj φ) = 1 / 4 * (star φ ⬝ᵥ W *ᵥ φ) := by
  obtain ⟨hH, hP⟩ := orbitalProj_spec h
  have ht : trace (W * orbitalProj φ) = star φ ⬝ᵥ W *ᵥ φ := by
    simp only [orbitalProj, trace, diag_apply, Matrix.mul_apply, vecMulVec_apply, dotProduct,
      mulVec, Finset.mul_sum]
    exact Finset.sum_congr rfl (fun a _ => Finset.sum_congr rfl (fun k _ => by ring))
  generalize orbitalProj φ = P at *
  have hs : ((1 / 2 : ℂ) • P)ᴴ = (1 / 2 : ℂ) • P := by
    have h2 : star (1 / 2 : ℂ) = 1 / 2 := by simp
    rw [conjTranspose_smul, hH, h2]
  -- both matrices are sums of squares
  have e1 : (1 / 2 : ℂ) • P = ((1 / 2 : ℂ) • P)ᴴ * ((1 / 2 : ℂ) • P)
      + ((1 / 2 : ℂ) • P)ᴴ * ((1 / 2 : ℂ) • P) := by
    rw [hs]
    simp only [smul_mul_assoc, mul_smul_comm, hP]
    module
  have p1 : ((1 / 2 : ℂ) • P).PosSemidef := by
    rw [e1]
    exact (posSemidef_conjTranspose_mul_self _).add (posSemidef_conjTranspose_mul_self _)
  have e2 : 1 - (1 / 2 : ℂ) • P = (1 - P)ᴴ * (1 - P) + (1 / 2 : ℂ) • P := by
    rw [conjTranspose_sub, conjTranspose_one, hH]
    simp only [mul_sub, sub_mul, mul_one, one_mul, hP]
    module
  refine ⟨⟨p1, ?_⟩, ?_⟩
  · rw [e2]
    exact (posSemidef_conjTranspose_mul_self _).add p1
  · have e3 : (1 / 2 : ℂ) • P - ((1 / 2 : ℂ) • P) * ((1 / 2 : ℂ) • P) = (1 / 4 : ℂ) • P := by
      simp only [smul_mul_assoc, mul_smul_comm, hP]
      module
    rw [energy, e3, mul_smul_comm, trace_smul, ht, smul_eq_mul]
```

A full or empty orbital has $n=n^2$ and no energy, so the probe is $n=\tfrac12P$. It is admissible because both matrices are sums of squares:
$$\tfrac12P=2\,(\tfrac12P)^*(\tfrac12P),\qquad 1-\tfrac12P=(1-P)^*(1-P)+\tfrac12P.$$
These are `e1` and `e2` in the code. Next, $n-n^2=\tfrac12P-\tfrac14P=\tfrac14P$, so
$$E_W(\tfrac12P)=\tfrac14\mathrm{Tr}(WP)=\tfrac14\langle\varphi|W|\varphi\rangle.$$

```lean
/-- Overlap of a two-orbital superposition with a vector `x`. -/
theorem star_pair_dotProduct (i j : ι) (a b : ℂ) (x : ι → ℂ) :
    star (pair i j a b) ⬝ᵥ x = star a * x i + star b * x j := by
  have hs : star (pair i j a b) = Pi.single i (star a) + Pi.single j (star b) := by
    funext k
    simp only [pair, Pi.star_apply, Pi.add_apply, Pi.single_apply, star_add]
    split_ifs <;> simp
  rw [hs, add_dotProduct, single_dotProduct, single_dotProduct]
```

For $\varphi=a|i\rangle+b|j\rangle$, the overlap is $\langle\varphi|x\rangle=\overline a\,x_i+\overline b\,x_j$.

```lean
/-- Action of a matrix on a two-orbital superposition. -/
theorem mulVec_pair (A : Matrix ι ι ℂ) (i j : ι) (a b : ℂ) (k : ι) :
    (A *ᵥ pair i j a b) k = A k i * a + A k j * b := by
  simp [pair, mulVec, dotProduct, Pi.single_apply, mul_add, Finset.sum_add_distrib]
```

Likewise $(A\varphi)_k=A_{ki}a+A_{kj}b$. Together these two formulas give any expectation value in a two-orbital superposition.

```lean
/-- If the energy vanishes on all occupation matrices, the parameter matrix is zero. -/
theorem eq_zero_of_energy {A : Matrix ι ι ℂ} (h : ∀ n, IsOccupation n → energy A n = 0) :
    A = 0 := by
  have hq : ∀ φ : ι → ℂ, star φ ⬝ᵥ φ = 1 → star φ ⬝ᵥ A *ᵥ φ = 0 := by
    intro φ hφ
    have e := h _ (half_filled A hφ).1
    rw [(half_filled A hφ).2] at e
    linear_combination 4 * e
  have hd : ∀ i, A i i = 0 := by
    intro i
    have e := hq (pair i i 1 0) (by rw [star_pair_dotProduct]; simp [pair])
    rw [star_pair_dotProduct, mulVec_pair] at e
    simpa using e
  have s1 : star (3 / 5 : ℂ) = 3 / 5 := by simp
  have s2 : star (4 / 5 : ℂ) = 4 / 5 := by simp
  have s3 : star (4 / 5 * Complex.I) = -(4 / 5 * Complex.I) := by simp
  ext i j
  by_cases hij : i = j
  · rw [hij, hd j, Matrix.zero_apply]
  have hi : ∀ a b, pair i j a b i = a := fun a b => by simp [pair, hij]
  have hj : ∀ a b, pair i j a b j = b := fun a b => by simp [pair, Ne.symm hij]
  -- real and imaginary relative amplitudes isolate the off-diagonal entry
  have q1 := hq (pair i j (3 / 5) (4 / 5)) (by
    rw [star_pair_dotProduct, hi, hj, s1, s2]; norm_num)
  have q2 := hq (pair i j (3 / 5) (4 / 5 * Complex.I)) (by
    rw [star_pair_dotProduct, hi, hj, s1, s3]
    linear_combination (-16 / 25) * Complex.I_sq)
  rw [star_pair_dotProduct, mulVec_pair, mulVec_pair, hd i, hd j, s1, s2] at q1
  rw [star_pair_dotProduct, mulVec_pair, mulVec_pair, hd i, hd j, s1, s3] at q2
  rw [Matrix.zero_apply]
  linear_combination (25 / 24) * q1 - (25 / 24) * Complex.I * q2
    + (1 / 2) * (A i j - A j i) * Complex.I_sq
```

If $E_A$ vanishes on all occupation matrices, the probes give $\langle\varphi|A|\varphi\rangle=0$ for every normalised $\varphi$ (`hq`). Taking $\varphi=|i\rangle$ gives $A_{ii}=0$ (`hd`). For $i\neq j$, two superpositions remain, with $\mathrm i$ the imaginary unit:
$$\tfrac35|i\rangle+\tfrac45|j\rangle:\quad \tfrac{12}{25}(A_{ij}+A_{ji})=0,$$
$$\tfrac35|i\rangle+\tfrac45\mathrm i|j\rangle:\quad \tfrac{12}{25}\mathrm i\,(A_{ij}-A_{ji})=0.$$
Hence $A_{ij}=0$. The amplitudes $\tfrac35,\tfrac45$ are normalised without square roots. The tactic `linear_combination` is told how to combine the equations `q1` and `q2`, and checks the algebra.

## One rotation: W must commute with R

```lean
/-- The energy is invariant under a given unitary rotation `R` if and only if `W` commutes
with `R`. -/
theorem invariantUnder_iff_commute (W : Matrix ι ι ℂ) {R : Matrix ι ι ℂ}
    (hR : R ∈ unitaryGroup ι ℂ) : InvariantUnder W R ↔ W * R = R * W := by
  have h1 : Rᴴ * R = 1 := mem_unitaryGroup_iff'.mp hR
  have h2 : R * Rᴴ = 1 := mem_unitaryGroup_iff.mp hR
  constructor
  · intro h
    have h0 : R * W * Rᴴ - W = 0 := eq_zero_of_energy (fun n hn => by
      have e := h n hn
      rw [(rotate W hR hn).2] at e
      unfold energy at e ⊢
      rw [sub_mul, trace_sub, e, sub_self])
    calc W * R = R * W * Rᴴ * R := by rw [sub_eq_zero.mp h0]
      _ = R * W := by rw [mul_assoc, h1, mul_one]
  · intro h n hn
    rw [(rotate W hR hn).2, ← h, mul_assoc, h2, mul_one]
```

Suppose the energy is invariant under $R$. By `rotate`, $E_{RWR^*}(n)=E_W(n)$, so the energy with parameter matrix $RWR^*-W$ vanishes on all occupation matrices. That matrix is therefore zero, and multiplying $RWR^*=W$ by $R$ from the right gives $RW=WR$. Conversely, if $W$ and $R$ commute, $RWR^*=WRR^*=W$.

Unitarity matters. For a single orbital take $W=1$, $R=2$ and $n=\tfrac12$. The two numbers commute, but $R^*nR=2$ has energy $2-4=-2$ instead of $\tfrac14$.

## All rotations: W must be scalar

```lean
/-- The orbital-resolved energy is invariant under all unitary rotations of the orbitals if
and only if `W` is a scalar matrix. -/
theorem rotationInvariant_iff_scalar (W : Matrix ι ι ℂ) :
    (∀ R ∈ unitaryGroup ι ℂ, InvariantUnder W R) ↔ ∃ c : ℂ, W = c • 1 := by
  constructor
  · intro h
    -- commuting with the reflection `1 - 2|φ⟩⟨φ|` makes `φ` an eigenvector of `W`
    have eig : ∀ φ : ι → ℂ, star φ ⬝ᵥ φ = 1 → W *ᵥ φ = (star φ ⬝ᵥ W *ᵥ φ) • φ := by
      intro φ hφ
      obtain ⟨hH, hP⟩ := orbitalProj_spec hφ
      have hv : ∀ x, orbitalProj φ *ᵥ x = (star φ ⬝ᵥ x) • φ := by
        intro x
        ext a
        simp only [orbitalProj, mulVec, dotProduct, vecMulVec_apply, Pi.smul_apply,
          smul_eq_mul, Finset.sum_mul]
        exact Finset.sum_congr rfl (fun k _ => by ring)
      have hU : 1 - (orbitalProj φ + orbitalProj φ) ∈ unitaryGroup ι ℂ := by
        rw [mem_unitaryGroup_iff, star_eq_conjTranspose, conjTranspose_sub,
          conjTranspose_add, conjTranspose_one, hH]
        simp only [mul_sub, sub_mul, mul_add, add_mul, mul_one, one_mul, hP]
        abel
      have hc := (invariantUnder_iff_commute W hU).mp (h _ hU)
      have hWP : W * orbitalProj φ = orbitalProj φ * W := by
        ext i j
        have e := congrFun (congrFun hc i) j
        simp only [mul_sub, sub_mul, mul_add, add_mul, mul_one, one_mul,
          Matrix.sub_apply, Matrix.add_apply] at e
        linear_combination (-1 / 2) * e
      calc W *ᵥ φ = W *ᵥ (orbitalProj φ *ᵥ φ) := by rw [hv, hφ, one_smul]
        _ = orbitalProj φ *ᵥ (W *ᵥ φ) := by rw [mulVec_mulVec, hWP, ← mulVec_mulVec]
        _ = _ := hv _
    have key : ∀ i j, i ≠ j → ∀ a b : ℂ, star a * a + star b * b = 1 →
        ∃ q : ℂ, W i i * a + W i j * b = q * a ∧ W j i * a + W j j * b = q * b := by
      intro i j hij a b hab
      have hi : pair i j a b i = a := by simp [pair, hij]
      have hj : pair i j a b j = b := by simp [pair, hij.symm]
      have e := eig (pair i j a b) (by rw [star_pair_dotProduct, hi, hj, hab])
      refine ⟨star (pair i j a b) ⬝ᵥ W *ᵥ pair i j a b, ?_, ?_⟩
      · have ei := congrFun e i
        rwa [mulVec_pair, Pi.smul_apply, smul_eq_mul, hi] at ei
      · have ej := congrFun e j
        rwa [mulVec_pair, Pi.smul_apply, smul_eq_mul, hj] at ej
    have off : ∀ i j, i ≠ j → W j i = 0 := by
      intro i j hij
      obtain ⟨q, -, e⟩ := key i j hij 1 0 (by simp)
      simpa using e
    have dia : ∀ i j, i ≠ j → W i i = W j j := by
      intro i j hij
      have s1 : star (3 / 5 : ℂ) = 3 / 5 := by simp
      have s2 : star (4 / 5 : ℂ) = 4 / 5 := by simp
      obtain ⟨q, e1, e2⟩ := key i j hij (3 / 5) (4 / 5) (by rw [s1, s2]; norm_num)
      rw [off j i hij.symm] at e1
      rw [off i j hij] at e2
      linear_combination (5 / 3) * e1 - (5 / 4) * e2
    rcases isEmpty_or_nonempty ι with hE | ⟨⟨k⟩⟩
    · exact ⟨0, by ext i; exact isEmptyElim i⟩
    · refine ⟨W k k, ?_⟩
      ext i j
      by_cases hij : i = j
      · subst hij
        by_cases hk : i = k
        · simp [hk]
        · simp [dia i k hk]
      · simp [off j i (Ne.symm hij), hij]
  · rintro ⟨c, rfl⟩ R hR
    exact (invariantUnder_iff_commute _ hR).mpr (by simp)
```

The left side asks for invariance under every unitary $R$; the right side says $W=c\,1$ for some complex $c$. Hermiticity of $W$ is not assumed.

For a normalised $\varphi$, the reflection $S=1-2P$ is unitary, since $S^*=S$ and $S^2=1-4P+4P^2=1$. By the previous theorem $W$ commutes with $S$, hence with $P$, and
$$W\varphi=WP\varphi=PW\varphi=\langle\varphi|W|\varphi\rangle\,\varphi.$$
Every orbital is thus an eigenvector of $W$ (`eig`). The step `key` writes out components $i$ and $j$ of this equation for a superposition, with eigenvalue $q$:

- `off`: for $\varphi=|i\rangle$, component $j\neq i$ reads $W_{ji}=0$.
- `dia`: for $\varphi=\tfrac35|i\rangle+\tfrac45|j\rangle$, what remains is $\tfrac35W_{ii}=\tfrac35q$ and $\tfrac45W_{jj}=\tfrac45q$, so $W_{ii}=W_{jj}$.

The scalar is then any diagonal entry $W_{kk}$. With one orbital there is nothing to compare, and the case of no orbitals is settled separately. In the other direction, $c\,1$ commutes with every $R$.

```lean
/-- For Hermitian `W`, invariance under all unitary rotations holds if and only if `W` is a
single real `U` times the identity. -/
theorem hermitian_rotationInvariant_iff {W : Matrix ι ι ℂ} (hW : W.IsHermitian) :
    (∀ R ∈ unitaryGroup ι ℂ, InvariantUnder W R) ↔ ∃ U : ℝ, W = (U : ℂ) • 1 := by
  rw [rotationInvariant_iff_scalar]
  constructor
  · rintro ⟨c, hc⟩
    refine ⟨c.re, ?_⟩
    ext i j
    have e : star c = c := by simpa [hc] using hW.apply i i
    have e' : (c.re : ℂ) = c := Complex.conj_eq_iff_re.mp e
    rw [e', hc]
  · rintro ⟨U, hU⟩
    exact ⟨U, hU⟩
```

For Hermitian $W$ the scalar is a real $U$: a diagonal entry of $W=c\,1$ satisfies $\overline c=c$. Within this one-shell model with a fixed parameter matrix, a $+U$ calculation with unequal orbital parameters must therefore specify its orbital basis, up to rotations among orbitals with equal parameters, along with the parameters. The theorem concerns this quadratic term alone; it does not address how $U$ is determined, or exchange and intersite terms.

## Unequal U and the rotations that remain

```lean
/-- With one real `U i` per orbital, the energy is invariant under a unitary `R` if and only
if `R` mixes only orbitals with equal `U`. -/
theorem diagonal_invariantUnder_iff (U : ι → ℝ) {R : Matrix ι ι ℂ}
    (hR : R ∈ unitaryGroup ι ℂ) :
    InvariantUnder (diagonal fun i => (U i : ℂ)) R ↔ ∀ i j, R i j ≠ 0 → U i = U j := by
  rw [invariantUnder_iff_commute _ hR]
  constructor
  · intro h i j hij
    have e := congrFun (congrFun h i) j
    rw [diagonal_mul, mul_diagonal] at e
    have e' : (U i : ℂ) = U j := mul_right_cancel₀ hij (by rw [e, mul_comm])
    exact_mod_cast e'
  · intro h
    ext i j
    rw [diagonal_mul, mul_diagonal]
    by_cases hij : R i j = 0
    · simp [hij]
    · rw [h i j hij, mul_comm]

end

end OrbitalResolvedU
```

Here $W=\mathrm{diag}(U_i)$ with real $U_i$. Entry $(i,j)$ of $WR=RW$ is $U_iR_{ij}=R_{ij}U_j$, that is
$$(U_i-U_j)R_{ij}=0.$$
So $U_i=U_j$ wherever $R_{ij}\neq0$: the allowed rotations mix only orbitals with equal $U$. In a $d$ shell with one value for $t_{2g}$ and another for $e_g$, rotations within each set leave the energy unchanged, while a rotation mixing the sets changes it for some occupation matrix.

```lean
#print axioms OrbitalResolvedU.rotationInvariant_iff_scalar
#print axioms OrbitalResolvedU.hermitian_rotationInvariant_iff
#print axioms OrbitalResolvedU.diagonal_invariantUnder_iff
```

```
'OrbitalResolvedU.rotationInvariant_iff_scalar' depends on axioms: [propext, Classical.choice, Quot.sound]
'OrbitalResolvedU.hermitian_rotationInvariant_iff' depends on axioms: [propext, Classical.choice, Quot.sound]
'OrbitalResolvedU.diagonal_invariantUnder_iff' depends on axioms: [propext, Classical.choice, Quot.sound]
```
